# Uniform approximation of decaying continuous radial functions by Gaussians with exponents at least N

Let $f$ be a real function that is continuous on $[0,\infty)$ and tends to zero at infinity. For every natural number $N$ and every $\varepsilon>0$ there are a number of terms $n$ and real coefficients $c_0,\dots,c_{n-1}$ such that

$$\Bigl|\,f(r)-\sum_{k=0}^{n-1}c_k\,e^{-(N+k)r^2}\Bigr|\le\varepsilon\qquad\text{for all } r\ge 0 .$$

The smallest exponent is $N$, however large $N$ was chosen, so no diffuse Gaussians are needed. For $N\ge1$ the converse also holds: a function that can be approximated in this way is continuous on $[0,\infty)$ and tends to zero.

The coefficients pay for the missing exponents. If the error at some radius $r$ is at most $\varepsilon$, then

$$\sum_{k=0}^{n-1}|c_k|\;\ge\;\bigl(|f(r)|-\varepsilon\bigr)\,e^{Nr^2}.$$

Here $r$ is measured in a fixed length unit, and the exponents in the inverse square of that unit.

## Fitting radial functions after the diffuse exponents are removed

Electronic-structure codes often store radial functions as contracted Gaussians, and small exponents are sometimes removed because they make the overlap matrix nearly singular. For a single-centre, s-type function and the exponents $N, N+1, N+2,\dots$, the result says that such a removal sets no lower limit on the pointwise fitting error, provided that enough tight functions may be added.

The coefficient bound shows what this means in floating-point arithmetic. Take the Slater function $e^{-r}$ and ask for an error of at most $0.001$ at $r=3$. The absolute values of the coefficients must then sum to at least about $395$ for $N=1$, and to about $3.2\times10^6$ for $N=2$. At $r=0$ the terms of the contraction are the coefficients themselves, and if the fit holds there too they must add up to nearly $1$. In the second case, cancellation therefore costs at least about six decimal digits; the bound does not say how many more.

These coefficients multiply unnormalised Gaussians. For $N+k\ge1$, the coefficient of the primitive normalised in three dimensions is $d_k=c_k\,\bigl(\pi/(2(N+k))\bigr)^{3/4}$, so the sum in the bound becomes $\sum_k|d_k|\,\bigl(2(N+k)/\pi\bigr)^{3/4}$.

## Reduction to polynomials in exp(−r²)

**Change of variable.** Put $t=e^{-r^2}$, which lies in $(0,1]$. Since $e^{-(N+k)r^2}=t^{N+k}$, a contraction is

$$\sum_{k=0}^{n-1}c_k\,t^{N+k}=t^N p(t),\qquad p(t)=\sum_{k=0}^{n-1}c_k t^k .$$

**Truncation.** Given $\varepsilon>0$, choose $R\ge0$ with $|f(r)|<\varepsilon$ for all $r\ge R$. Subtract from $f$ its value clamped to $[-\varepsilon,\varepsilon]$:

$$h(r)=f(r)-\max\bigl(-\varepsilon,\min(\varepsilon,f(r))\bigr).$$

The function $h$ is continuous on $[0,\infty)$. It vanishes for $r\ge R$, because clamping leaves $f(r)$ unchanged there. The subtracted term never exceeds $\varepsilon$ in absolute value, so $|f-h|\le\varepsilon$.

**Weierstrass approximation.** To approximate $h$ by $t^Np(t)$, the polynomial has to approximate $h(r)e^{Nr^2}$. Written as a function of $t$, this quantity must be continuous on all of $[0,1]$, including $t=0$, which corresponds to infinite radius. Define

$$s(t)=\sqrt{-\ln\max(t,e^{-R^2})},\qquad g(t)=h(s(t))\,e^{N s(t)^2}.$$

Both are continuous on $[0,1]$. At $t=e^{-r^2}$ with $r\le R$ we have $s(t)=r$. With $r\ge R$ we have $s(t)=R$, and $h(R)=h(r)=0$. In both cases $g(e^{-r^2})=h(r)e^{Nr^2}$.

By Weierstrass there is a polynomial $p$ with $|p(t)-g(t)|<\varepsilon$ on $[0,1]$. Since $t^Ne^{Nr^2}=1$ and $t^N\le1$,

$$|h(r)-t^Np(t)|=t^N\,|g(t)-p(t)|\le\varepsilon .$$

Using $\varepsilon/2$ in the truncation and again in the polynomial step gives a total error of at most $\varepsilon$ for $f$.

**Coefficient bound.** Write $G(r)$ for the contraction and $A=\sum_k|c_k|$. Because $e^{-(N+k)r^2}\le e^{-Nr^2}$, we have $|G(r)|\le A\,e^{-Nr^2}$. If $|f(r)-G(r)|\le\varepsilon$, then $|f(r)|-\varepsilon\le|G(r)|\le A\,e^{-Nr^2}$, and multiplication by $e^{Nr^2}$ gives the bound.

**Converse for $N\ge1$.** For continuity at $x$, take a contraction $G$ within $\varepsilon/4$ of $f$ everywhere, and $y$ so close to $x$ that $|G(y)-G(x)|<\varepsilon/4$. Then

$$|f(y)-f(x)|\le|f(y)-G(y)|+|G(y)-G(x)|+|G(x)-f(x)|<\varepsilon .$$

For the limit at infinity, take $G$ within $\varepsilon/2$ of $f$. For $r\ge1$ we have $Nr^2\ge r$, hence $|f(r)|\le\varepsilon/2+A\,e^{-r}$, which is below $\varepsilon$ for large $r$. With $N=0$ the constant function $1$ is itself a contraction, so the converse fails.

## Completeness and coefficient bound in Lean

```lean
import Mathlib

open Filter Topology

namespace TightGaussianCompleteness

noncomputable section

/-- The contraction of `n` Gaussians `exp (-k r²)` with consecutive natural exponents
`k = N, N + 1, …, N + n - 1` and real coefficients `c`. -/
def contraction (N n : ℕ) (c : ℕ → ℝ) (r : ℝ) : ℝ :=
  ∑ k ∈ Finset.range n, c k * Real.exp (-((N + k : ℕ) : ℝ) * r ^ 2)

/-- The radial function `f` can be approximated to any accuracy, uniformly in `r ≥ 0`, by
finite contractions of Gaussians with natural exponents at least `N`. -/
def UniformlyApproximable (N : ℕ) (f : ℝ → ℝ) : Prop :=
  ∀ ε : ℝ, 0 < ε → ∃ (n : ℕ) (c : ℕ → ℝ), ∀ r : ℝ, 0 ≤ r → |f r - contraction N n c r| ≤ ε

/-- In the variable `t = exp (-r²)`, the contraction whose coefficients are those of a
polynomial `p` equals `t ^ N * p(t)`. -/
theorem contraction_eq_polynomial (N : ℕ) (p : Polynomial ℝ) (r : ℝ) :
    contraction N (p.natDegree + 1) p.coeff r
      = Real.exp (-r ^ 2) ^ N * p.eval (Real.exp (-r ^ 2)) := by
  unfold contraction
  rw [Polynomial.eval_eq_sum_range, Finset.mul_sum]
  refine Finset.sum_congr rfl fun k _ => ?_
  have h : Real.exp (-((N + k : ℕ) : ℝ) * r ^ 2) = Real.exp (-r ^ 2) ^ (N + k) := by
    rw [← Real.exp_nat_mul]
    congr 1
    ring
  rw [h, pow_add]
  ring

/-- A continuous radial function that tends to zero at infinity differs by at most `ε` from a
continuous function that vanishes beyond some radius `R`. -/
theorem exists_truncation {f : ℝ → ℝ} (hf : ContinuousOn f (Set.Ici 0))
    (hlim : Tendsto f atTop (𝓝 0)) {ε : ℝ} (hε : 0 < ε) :
    ∃ (h : ℝ → ℝ) (R : ℝ), 0 ≤ R ∧ ContinuousOn h (Set.Ici 0) ∧
      (∀ r, R ≤ r → h r = 0) ∧ ∀ r, |f r - h r| ≤ ε := by
  obtain ⟨R, hR⟩ := Metric.tendsto_atTop.mp hlim ε hε
  -- subtract from `f` its value clamped to `[-ε, ε]`
  refine ⟨fun r => f r - max (-ε) (min ε (f r)), max R 0, le_max_right _ _, ?_, ?_, ?_⟩
  · have hclamp : Continuous fun y : ℝ => max (-ε) (min ε y) :=
      continuous_const.max (continuous_const.min continuous_id)
    exact hf.sub (hclamp.comp_continuousOn hf)
  · intro r hr
    have h1 := hR r (le_trans (le_max_left _ _) hr)
    rw [Real.dist_eq, sub_zero, abs_lt] at h1
    show f r - max (-ε) (min ε (f r)) = 0
    rw [min_eq_right h1.2.le, max_eq_right h1.1.le, sub_self]
  · intro r
    show |f r - (f r - max (-ε) (min ε (f r)))| ≤ ε
    rw [sub_sub_cancel, abs_le]
    exact ⟨le_max_left _ _, max_le (by linarith) (min_le_left _ _)⟩

/-- A continuous radial function that vanishes beyond some radius is uniformly approximable by
Gaussians with natural exponents at least `N`. -/
theorem approximable_of_vanishing (N : ℕ) {h : ℝ → ℝ} {R : ℝ} (hR : 0 ≤ R)
    (hh : ContinuousOn h (Set.Ici 0)) (hz : ∀ r, R ≤ r → h r = 0) :
    UniformlyApproximable N h := by
  intro ε hε
  -- the radius as a function of `t = exp (-r²)`, frozen at `R` for small `t`
  let s : ℝ → ℝ := fun t => Real.sqrt (-Real.log (max t (Real.exp (-R ^ 2))))
  have hs : Continuous s := by
    have h1 : Continuous fun t : ℝ => max t (Real.exp (-R ^ 2)) :=
      continuous_id.max continuous_const
    have h2 : ∀ t : ℝ, max t (Real.exp (-R ^ 2)) ≠ 0 := fun t =>
      ne_of_gt (lt_of_lt_of_le (Real.exp_pos _) (le_max_right _ _))
    exact Real.continuous_sqrt.comp (h1.log h2).neg
  have hg : Continuous fun t => h (s t) * Real.exp ((N : ℝ) * s t ^ 2) :=
    (hh.comp_continuous hs (fun t => Real.sqrt_nonneg _)).mul
      (Real.continuous_exp.comp (continuous_const.mul (hs.pow 2)))
  have key : ∀ r, 0 ≤ r → h (s (Real.exp (-r ^ 2))) *
      Real.exp ((N : ℝ) * s (Real.exp (-r ^ 2)) ^ 2) = h r * Real.exp ((N : ℝ) * r ^ 2) := by
    intro r hr
    rcases le_total r R with hrR | hrR
    · have e : s (Real.exp (-r ^ 2)) = r := by
        show Real.sqrt (-Real.log (max (Real.exp (-r ^ 2)) (Real.exp (-R ^ 2)))) = r
        rw [max_eq_left (Real.exp_le_exp.mpr (by nlinarith)), Real.log_exp, neg_neg,
          Real.sqrt_sq hr]
      rw [e]
    · have e : s (Real.exp (-r ^ 2)) = R := by
        show Real.sqrt (-Real.log (max (Real.exp (-r ^ 2)) (Real.exp (-R ^ 2)))) = R
        rw [max_eq_right (Real.exp_le_exp.mpr (by nlinarith)), Real.log_exp, neg_neg,
          Real.sqrt_sq hR]
      rw [e, hz R le_rfl, hz r hrR, zero_mul, zero_mul]
  -- Weierstrass approximation on `[0, 1]`
  obtain ⟨p, hp⟩ := exists_polynomial_near_of_continuousOn 0 1 _ hg.continuousOn ε hε
  refine ⟨p.natDegree + 1, p.coeff, fun r hr => ?_⟩
  have ht0 : 0 ≤ Real.exp (-r ^ 2) := (Real.exp_pos _).le
  have ht1 : Real.exp (-r ^ 2) ≤ 1 := Real.exp_le_one_iff.mpr (by nlinarith [sq_nonneg r])
  have hb := hp _ ⟨ht0, ht1⟩
  simp only [key r hr] at hb
  have hE : Real.exp (-r ^ 2) ^ N * Real.exp ((N : ℝ) * r ^ 2) = 1 := by
    rw [← Real.exp_nat_mul, ← Real.exp_add, ← Real.exp_zero]
    congr 1
    ring
  have e : h r - Real.exp (-r ^ 2) ^ N * p.eval (Real.exp (-r ^ 2))
      = -(Real.exp (-r ^ 2) ^ N *
        (p.eval (Real.exp (-r ^ 2)) - h r * Real.exp ((N : ℝ) * r ^ 2))) := by
    linear_combination (-h r) * hE
  -- the factor `t ^ N ≤ 1` does not enlarge the error
  rw [contraction_eq_polynomial, e, abs_neg, abs_mul, abs_of_nonneg (pow_nonneg ht0 N)]
  exact le_trans (mul_le_of_le_one_left (abs_nonneg _) (pow_le_one₀ ht0 ht1)) hb.le

/-- Every continuous radial function that tends to zero at infinity is uniformly approximable by
Gaussians with natural exponents at least `N`. -/
theorem tight_gaussians_complete (N : ℕ) {f : ℝ → ℝ} (hf : ContinuousOn f (Set.Ici 0))
    (hlim : Tendsto f atTop (𝓝 0)) : UniformlyApproximable N f := by
  intro ε hε
  obtain ⟨h, R, hR, hh, hz, hfh⟩ := exists_truncation hf hlim (half_pos hε)
  obtain ⟨n, c, hc⟩ := approximable_of_vanishing N hR hh hz (ε / 2) (half_pos hε)
  refine ⟨n, c, fun r hr => ?_⟩
  have h1 := abs_le.mp (hfh r)
  have h2 := abs_le.mp (hc r hr)
  exact abs_le.mpr ⟨by linarith [h1.1, h2.1], by linarith [h1.2, h2.2]⟩

/-- A contraction with exponents at least `N` is bounded by the sum of the absolute values of
its coefficients times `exp (-N r²)`. -/
theorem abs_contraction_le (N n : ℕ) (c : ℕ → ℝ) (r : ℝ) :
    |contraction N n c r| ≤ (∑ k ∈ Finset.range n, |c k|) * Real.exp (-(N : ℝ) * r ^ 2) := by
  unfold contraction
  refine le_trans (Finset.abs_sum_le_sum_abs _ _) ?_
  rw [Finset.sum_mul]
  refine Finset.sum_le_sum fun k _ => ?_
  rw [abs_mul, Real.abs_exp]
  refine mul_le_mul_of_nonneg_left (Real.exp_le_exp.mpr ?_) (abs_nonneg _)
  push_cast
  nlinarith [mul_nonneg (Nat.cast_nonneg k : (0 : ℝ) ≤ (k : ℝ)) (sq_nonneg r)]

/-- If a contraction with exponents at least `N` reproduces `f` at radius `r` to within `ε`, its
coefficients have absolute values summing to at least `(|f r| - ε) exp (N r²)`. -/
theorem coefficient_cost (N n : ℕ) (c : ℕ → ℝ) (f : ℝ → ℝ) (r ε : ℝ)
    (h : |f r - contraction N n c r| ≤ ε) :
    (|f r| - ε) * Real.exp ((N : ℝ) * r ^ 2) ≤ ∑ k ∈ Finset.range n, |c k| := by
  have h1 := abs_sub_abs_le_abs_sub (f r) (contraction N n c r)
  have h2 := abs_contraction_le N n c r
  have hE : Real.exp (-(N : ℝ) * r ^ 2) * Real.exp ((N : ℝ) * r ^ 2) = 1 := by
    rw [← Real.exp_add, ← Real.exp_zero]
    congr 1
    ring
  have h3 := mul_le_mul_of_nonneg_right
    (show |f r| - ε ≤ (∑ k ∈ Finset.range n, |c k|) * Real.exp (-(N : ℝ) * r ^ 2) by linarith)
    (Real.exp_pos ((N : ℝ) * r ^ 2)).le
  rwa [mul_assoc, hE, mul_one] at h3

/-- For `N ≥ 1`, the radial functions uniformly approximable by Gaussians with natural exponents
at least `N` are exactly those continuous on `[0, ∞)` and tending to zero at infinity. -/
theorem approximable_iff {N : ℕ} (hN : 1 ≤ N) (f : ℝ → ℝ) :
    UniformlyApproximable N f ↔ ContinuousOn f (Set.Ici 0) ∧ Tendsto f atTop (𝓝 0) := by
  refine ⟨fun h => ⟨?_, ?_⟩, fun h => tight_gaussians_complete N h.1 h.2⟩
  · -- a uniform limit of continuous functions is continuous
    rw [Metric.continuousOn_iff]
    intro x hx ε hε
    obtain ⟨n, c, hc⟩ := h (ε / 4) (by linarith)
    have hcont : Continuous (fun r => contraction N n c r) := by
      unfold contraction
      fun_prop
    obtain ⟨δ, hδ, hd⟩ := Metric.continuous_iff.mp hcont x (ε / 4) (by linarith)
    refine ⟨δ, hδ, fun y hy hyx => ?_⟩
    have h1 := hd y hyx
    rw [Real.dist_eq, abs_lt] at h1
    have h2 := abs_le.mp (hc x hx)
    have h3 := abs_le.mp (hc y hy)
    rw [Real.dist_eq, abs_lt]
    constructor <;> linarith [h1.1, h1.2, h2.1, h2.2, h3.1, h3.2]
  · -- every contraction decays at least as fast as `exp (-r)`
    rw [Metric.tendsto_atTop]
    intro ε hε
    obtain ⟨n, c, hc⟩ := h (ε / 2) (half_pos hε)
    have hlim := Real.tendsto_exp_neg_atTop_nhds_zero.const_mul (∑ k ∈ Finset.range n, |c k|)
    rw [mul_zero] at hlim
    obtain ⟨R, hR⟩ := Metric.tendsto_atTop.mp hlim (ε / 2) (half_pos hε)
    refine ⟨max R 1, fun r hr => ?_⟩
    have hr1 : 1 ≤ r := le_trans (le_max_right _ _) hr
    have h1 := hR r (le_trans (le_max_left _ _) hr)
    rw [Real.dist_eq, sub_zero, abs_lt] at h1
    have hN' : (1 : ℝ) ≤ (N : ℝ) := by exact_mod_cast hN
    have h2 : Real.exp (-(N : ℝ) * r ^ 2) ≤ Real.exp (-r) :=
      Real.exp_le_exp.mpr (by nlinarith [mul_nonneg (sub_nonneg.mpr hN') (sq_nonneg r)])
    have h3 := mul_le_mul_of_nonneg_left h2
      (Finset.sum_nonneg fun k (_ : k ∈ Finset.range n) => abs_nonneg (c k))
    have h4 := abs_le.mp (le_trans (abs_contraction_le N n c r) h3)
    have h5 := abs_le.mp (hc r (by linarith))
    rw [Real.dist_eq, sub_zero, abs_lt]
    constructor <;> linarith [h1.2, h4.1, h4.2, h5.1, h5.2]

/-- The Slater function `exp (-ζ r)` with `ζ > 0` is uniformly approximable by Gaussians with
natural exponents at least `N`, for every `N`. -/
theorem slater_approximable (N : ℕ) {ζ : ℝ} (hζ : 0 < ζ) :
    UniformlyApproximable N (fun r => Real.exp (-(ζ * r))) := by
  refine tight_gaussians_complete N (Continuous.continuousOn (by fun_prop)) ?_
  exact Real.tendsto_exp_neg_atTop_nhds_zero.comp (tendsto_id.const_mul_atTop hζ)

end

end TightGaussianCompleteness
```

```lean
#print axioms TightGaussianCompleteness.coefficient_cost
#print axioms TightGaussianCompleteness.approximable_iff
#print axioms TightGaussianCompleteness.slater_approximable
```

```
'TightGaussianCompleteness.coefficient_cost' depends on axioms: [propext, Classical.choice, Quot.sound]
'TightGaussianCompleteness.approximable_iff' depends on axioms: [propext, Classical.choice, Quot.sound]
'TightGaussianCompleteness.slater_approximable' depends on axioms: [propext, Classical.choice, Quot.sound]
```

## What the theorems establish about the basis

`contraction N n c r` is the sum above. The coefficients are given as a sequence `c : ℕ → ℝ`, of which only the first `n` entries are used. Zero coefficients are allowed, so the exponents that actually occur may have gaps.

`UniformlyApproximable N f` puts the quantifiers in the order that matters for a fit: first the tolerance, then one contraction, then all radii $r\ge0$. The coefficients may change completely when the tolerance is tightened; the statement does not provide one infinite series whose partial sums converge to $f$.

The type `ℝ → ℝ` also gives `f` values at negative arguments, but these play no role. `ContinuousOn f (Set.Ici 0)` is continuity on $[0,\infty)$, and `Tendsto f atTop (𝓝 0)` is the limit at infinity. The bound-state radial functions of the hydrogen atom satisfy the second condition, but this condition does not imply square-integrability in three dimensions, where the integral over $r$ carries the weight $r^2$: the free s-wave $\sin(r)/r$, with value $1$ at $r=0$, tends to zero and is not square-integrable in that sense.

`tight_gaussians_complete` is the approximation result for every natural `N`, and `approximable_iff` adds the converse under `1 ≤ N`. `slater_approximable` applies the first to $e^{-\zeta r}$ with $\zeta>0$. The cusp at the nucleus is no obstacle to uniform approximation, although every contraction has zero slope at $r=0$. `coefficient_cost` needs the error estimate at a single radius only.

The theorems give no number of terms for a given tolerance and no stable way to compute the coefficients. They concern function values, not energies, derivatives or the $L^2$ norm; over unbounded space, a small uniform error does not by itself make the $L^2$ error small. Higher angular momenta, several centres and exponents in geometric progression are not treated.

## How the Lean proof follows the derivation

- `contraction_eq_polynomial` is the change of variable. It expands the polynomial as a sum and compares the terms one by one.
- `exists_truncation` constructs $h$ by clamping. The two rewrites with `min_eq_right` and `max_eq_right` show that clamping does nothing beyond $R$.
- `approximable_of_vanishing` contains the Weierstrass step. Its local function `s` is $s(t)$, `hg` is the continuity of $g$, and `key` is the identity $g(e^{-r^2})=h(r)e^{Nr^2}$, proved separately for $r\le R$ and $r\ge R$. The polynomial comes from Mathlib's `exists_polynomial_near_of_continuousOn`, and the last line uses $t^N\le1$.
- `tight_gaussians_complete` adds the two errors of $\varepsilon/2$.
- `abs_contraction_le` is the estimate $|G(r)|\le A\,e^{-Nr^2}$. `coefficient_cost` combines it with the triangle inequality and multiplies by $e^{Nr^2}$.
- `approximable_iff` takes one direction from the completeness theorem. The other consists of the $\varepsilon/4$ argument for continuity and the comparison with $e^{-r}$ for the decay; in both, `linarith` combines the separate estimates.
